# The photon-number difference between the dipole- and Coulomb-gauge vacua of a matter oscillator in a single-mode cavity

**Q:** A matter oscillator coupled to a cavity mode has photons in its ground state, and away from resonance the Coulomb and dipole gauges disagree on how many. To compare them, you must choose what a photon is. What did you choose?

**A:** In each gauge I count quanta of the canonical field variables of that gauge, at the bare cavity frequency \(w\). The two counts measure different observables, so they may differ although the gauges are unitarily equivalent.

```lean
import Mathlib

open Matrix
open scoped InnerProductSpace

namespace GaugePhotonNumber

noncomputable section
```

**Q:** Your Hamiltonians contain only position–position coupling. Minimal coupling doesn't look like that.

**A:** It does after a quarter turn in phase space. Let \(\hbar=1\), with masses absorbed into the coordinates. Index 0 is matter, with frequency \(w_0\), and index 1 is the cavity. The coupling \(l\) has the dimension of a frequency; it is neither a length nor the usual \(g\). In \(H_C\) below, \(l x_1\) stands for \(qA/\sqrt m\), where \(q\) and \(m\) are the charge and mass of the matter oscillator and \(A\) is the vector potential. In the two gauges

\[
H_C=\tfrac12(p_0-l x_1)^2+\tfrac12 w_0^2x_0^2+\tfrac12p_1^2+\tfrac12w^2x_1^2,
\]
\[
H_D=\tfrac12p_0^2+\tfrac12 w_0^2x_0^2+\tfrac12(p_1+l x_0)^2+\tfrac12w^2x_1^2 .
\]

In \(H_C\), replace \((x_0,p_0)\) by \((-p_0/w_0,\,w_0x_0)\). The potential becomes \(\tfrac12\sum_{ij} V_{ij}x_ix_j\) with this matrix:

```lean
/-- Coulomb-gauge potential matrix of a matter oscillator `w0` and a cavity mode `w`
with coupling `l`. -/
def coulomb (w0 w l : ℝ) : Matrix (Fin 2) (Fin 2) ℝ :=
  !![w0 ^ 2, -(l * w0); -(l * w0), w ^ 2 + l ^ 2]
```

In \(H_D\), replace \((x_1,p_1)\) by \((-p_1/w,\,w x_1)\):

```lean
/-- Dipole-gauge potential matrix of the same two oscillators. -/
def dipole (w0 w l : ℝ) : Matrix (Fin 2) (Fin 2) ℝ :=
  !![w0 ^ 2 + l ^ 2, l * w; l * w, w ^ 2]
```

The second turn multiplies the photon operator \(a\) by \(i\), so \(a^\dagger a\) is unchanged; the first doesn't touch the cavity. This passage from minimal coupling to the matrices is done by hand here; the code starts from the matrices.

**Q:** And the quantum mechanics? I would be unhappy if the photon number were just a matrix formula by definition.

**A:** It is derived from operators on a state space.

```lean
/-- `W` is the positive definite root of `V`: symmetric, with positive trace and
determinant, and `W² = V`. -/
structure IsRoot (V W : Matrix (Fin 2) (Fin 2) ℝ) : Prop where
  transpose_eq : Wᵀ = W
  trace_pos : 0 < W.trace
  det_pos : 0 < W.det
  sq : W * W = V

/- The usual realisation is by position and momentum on Schwartz functions of two
variables with the L² inner product; it is not constructed here. -/
/-- Symmetric positions and momenta of two modes, with commuting positions and
`[x_i, p_j] = i δ_ij`. -/
structure TwoModes (E : Type*) [NormedAddCommGroup E] [InnerProductSpace ℂ E] where
  x : Fin 2 → E →ₗ[ℂ] E
  p : Fin 2 → E →ₗ[ℂ] E
  x_symm : ∀ i, (x i).IsSymmetric
  p_symm : ∀ i, (p i).IsSymmetric
  x_comm : ∀ i j u, x i (x j u) = x j (x i u)
  ccr : ∀ i j u, x i (p j u) - p j (x i u) = (if i = j then Complex.I else 0) • u
```

`IsRoot V W` says that \(W\) is the positive definite square root of \(V\): for a symmetric 2×2 matrix, positive trace and determinant are equivalent to positive definiteness. `TwoModes` supplies symmetric operators with commuting positions and \([x_i,p_j]=i\delta_{ij}\) on a complex inner product space `E`, which need not be complete. The proofs never use that the momenta commute with each other, so the structure does not require it. Schwartz functions with the usual position and momentum are the intended example.

```lean
variable {E : Type*} [NormedAddCommGroup E] [InnerProductSpace ℂ E]
  {V W : Matrix (Fin 2) (Fin 2) ℝ} {Ω : E}

/-- The Hamiltonian `½ Σ p_i² + ½ Σ V_ij x_i x_j` acting on a state. -/
def ham (M : TwoModes E) (V : Matrix (Fin 2) (Fin 2) ℝ) (ψ : E) : E :=
  (1 / 2 : ℂ) • (∑ i, M.p i (M.p i ψ) + ∑ i, ∑ j, (V i j : ℂ) • M.x i (M.x j ψ))
```

`ham` is the Hamiltonian applied to a state. Next comes the state itself.

```lean
/-- A unit vector annihilated by each `p_i - i Σ_j W_ij x_j`. -/
def IsVacuum (M : TwoModes E) (W : Matrix (Fin 2) (Fin 2) ℝ) (Ω : E) : Prop :=
  ‖Ω‖ = 1 ∧ ∀ i, M.p i Ω = Complex.I • ∑ j, (W i j : ℂ) • M.x j Ω
```

A vacuum \(\Omega\) is a unit vector with \(p_i\Omega=i\sum_jW_{ij}x_j\Omega\). In the position representation it is the normalised Gaussian proportional to \(e^{-x^TWx/2}\). The theorems take such a vector as given.

```lean
/-- Expected photon number `‖a ψ‖²` of a unit vector, with `a = (w x + i p)/√(2w)` for the
second mode and `w > 0`. -/
def photons (M : TwoModes E) (w : ℝ) (ψ : E) : ℝ :=
  ‖(w : ℂ) • M.x 1 ψ + Complex.I • M.p 1 ψ‖ ^ 2 / (2 * w)
```

`photons` is \(\|a\psi\|^2\) with \(a=(w x_1+i p_1)/\sqrt{2w}\). Indices start at zero, so Lean's `W 1 1` is written \(W_{11}\) here.

**Q:** Why should that vacuum be the ground state?

**A:** First, it is an eigenstate. Moving \(p_i\) past \(x_j\) gives

\[
p_i^2\Omega=i\sum_jW_{ij}(x_jp_i-i\delta_{ij})\Omega
=-\sum_{jk}W_{ij}W_{ik}x_jx_k\Omega+W_{ii}\Omega .
\]

Summing over \(i\), with \(W\) symmetric and \(W^2=V\), the position terms cancel the potential and \(H\Omega=\tfrac12(\operatorname{tr}W)\,\Omega\).

```lean
/-- The vacuum of the positive definite root `W` of `V` is an eigenstate of the Hamiltonian
with potential `V`, at energy `tr W / 2`. -/
theorem vacuum_energy (M : TwoModes E) (hr : IsRoot V W) (h : IsVacuum M W Ω) :
    ham M V Ω = ((W.trace / 2 : ℝ) : ℂ) • Ω := by
  have hs : W 1 0 = W 0 1 := congrFun (congrFun hr.transpose_eq 0) 1
  have px : ∀ i j, M.p i (M.x j Ω) =
      M.x j (M.p i Ω) - (if j = i then Complex.I else 0) • Ω := fun i j => by
    rw [← M.ccr j i Ω, sub_sub_cancel]
  simp only [ham, ← hr.sq, Matrix.mul_apply, Matrix.trace_fin_two, Fin.sum_univ_two, h.2,
    map_add, map_smul, px, hs, if_true, zero_ne_one, one_ne_zero, if_false]
  push_cast
  -- the position terms cancel and the commutators leave the trace
  linear_combination (norm := module) Complex.I_sq • ((1 / 2 : ℂ) •
    (((W 0 0 : ℂ) ^ 2 + (W 0 1 : ℂ) ^ 2) • M.x 0 (M.x 0 Ω)
    + ((W 0 1 : ℂ) * (W 0 0 + W 1 1)) • (M.x 0 (M.x 1 Ω) + M.x 1 (M.x 0 Ω))
    + ((W 0 1 : ℂ) ^ 2 + (W 1 1 : ℂ) ^ 2) • M.x 1 (M.x 1 Ω) - ((W 0 0 : ℂ) + W 1 1) • Ω))
```

In the proof, `px` is the commutator step, and the final `linear_combination` uses \(i^2=-1\) to cancel the position terms. The theorem stops at the eigenvalue. That no state lies lower follows from a textbook square, which I add without a Lean proof: \(H-\tfrac12\operatorname{tr}W=\tfrac12\sum_iB_i^\dagger B_i\) with \(B_i=p_i-i\sum_jW_{ij}x_j\).

**Q:** Now get me the photon number.

**A:** Two small lemmas come first: a squared norm is an inner product, and \((W^{-1})_{11}=W_{00}/\det W\).

```lean
private lemma sqn (v : E) : ((‖v‖ : ℝ) : ℂ) ^ 2 = ⟪v, v⟫_ℂ :=
  (inner_self_eq_norm_sq_to_K (𝕜 := ℂ) v).symm

private lemma inv_entry (W : Matrix (Fin 2) (Fin 2) ℝ) : W⁻¹ 1 1 = W 0 0 / W.det := by
  rw [Matrix.inv_def, Matrix.adjugate_fin_two]
  simp [Ring.inverse_eq_inv', div_eq_inv_mul]
```

Let \(G_{ij}=\langle x_i\Omega,x_j\Omega\rangle\), which is symmetric because the positions commute. Taking the expectation of \([x_i,p_j]=i\delta_{ij}\) in \(\Omega\),

\[
i\sum_kW_{jk}G_{ik}+i\sum_kW_{jk}G_{ki}=i\delta_{ij},
\]

so \(WG=\tfrac12\mathbb 1\), that is, \(G=\tfrac12W^{-1}\). The vacuum condition also gives

\[
\sqrt{2w}\,a\Omega=w x_1\Omega-\sum_kW_{1k}x_k\Omega ,
\]

whose squared norm is

\[
w^2G_{11}-2w(WG)_{11}+(WGW^T)_{11}
=\tfrac12w^2(W^{-1})_{11}-w+\tfrac12W_{11}.
\]

Dividing by \(2w\),

\[
n=\frac{W_{11}+w^2(W^{-1})_{11}}{4w}-\frac12 .
\]

```lean
/-- For `w > 0` and invertible `W`, the vacuum of `W` has photon number
`(W 1 1 + w² * W⁻¹ 1 1)/(4w) - 1/2`. -/
theorem vacuum_photons (M : TwoModes E) (hW : W.det ≠ 0) {w : ℝ} (hw : 0 < w)
    (h : IsVacuum M W Ω) :
    photons M w Ω = (W 1 1 + w ^ 2 * W⁻¹ 1 1) / (4 * w) - 1 / 2 := by
  have hN : ⟪Ω, Ω⟫_ℂ = 1 := by rw [← sqn, h.1]; simp
  have gs : ∀ i k, ⟪M.x k Ω, M.x i Ω⟫_ℂ = ⟪M.x i Ω, M.x k Ω⟫_ℂ := fun i k => by
    rw [M.x_symm k Ω (M.x i Ω), M.x_comm k i Ω, ← M.x_symm i Ω (M.x k Ω)]
  -- the commutators make the position covariance half the inverse of W
  have e : ∀ i j, (W j 0 : ℂ) * ⟪M.x i Ω, M.x 0 Ω⟫_ℂ + (W j 1 : ℂ) * ⟪M.x i Ω, M.x 1 Ω⟫_ℂ
      = (if i = j then Complex.I else 0) * (-Complex.I / 2) := fun i j => by
    have c := congrArg (fun v => ⟪Ω, v⟫_ℂ) (M.ccr i j Ω)
    simp only [inner_sub_right, inner_smul_right] at c
    rw [← M.x_symm i Ω (M.p j Ω), ← M.p_symm j Ω (M.x i Ω), h.2 j] at c
    simp only [Fin.sum_univ_two, inner_add_left, inner_add_right, inner_smul_left,
      inner_smul_right, Complex.conj_I, Complex.conj_ofReal, hN, mul_one] at c
    rw [gs i 0, gs i 1] at c
    linear_combination (-Complex.I / 2) * c + ((W j 0 : ℂ) * ⟪M.x i Ω, M.x 0 Ω⟫_ℂ
      + (W j 1 : ℂ) * ⟪M.x i Ω, M.x 1 Ω⟫_ℂ) * Complex.I_sq
  have e11 := (e 1 1).trans (show _ = (1 / 2 : ℂ) by
    rw [if_pos rfl]; linear_combination (-1 / 2) * Complex.I_sq)
  have e01 := e 0 1
  have e10 := e 1 0
  rw [if_neg (by decide), zero_mul] at e01 e10
  have hd : (W.det : ℂ) ≠ 0 := Complex.ofReal_ne_zero.2 hW
  have hG : (W.det : ℂ) * ⟪M.x 1 Ω, M.x 1 Ω⟫_ℂ = (W 0 0 : ℂ) / 2 := by
    rw [Matrix.det_fin_two]
    push_cast
    linear_combination (W 0 0 : ℂ) * e11 - (W 1 0 : ℂ) * e10
  have q : (W.det : ℂ) * (W⁻¹ 1 1 : ℝ) = (W 0 0 : ℂ) := by
    rw [inv_entry, Complex.ofReal_div, mul_div_cancel₀ _ hd]
  have g11 : ⟪M.x 1 Ω, M.x 1 Ω⟫_ℂ = ((W⁻¹ 1 1 : ℝ) : ℂ) / 2 :=
    mul_left_cancel₀ hd (by linear_combination hG - q / 2)
  have v : (w : ℂ) • M.x 1 Ω + Complex.I • M.p 1 Ω =
      ((w - W 1 1 : ℝ) : ℂ) • M.x 1 Ω - (W 1 0 : ℂ) • M.x 0 Ω := by
    rw [h.2 1, smul_smul, Complex.I_mul_I, Fin.sum_univ_two]
    push_cast
    module
  have key : ((‖(w : ℂ) • M.x 1 Ω + Complex.I • M.p 1 Ω‖ ^ 2 : ℝ) : ℂ) =
      ((w ^ 2 * W⁻¹ 1 1 / 2 - w + W 1 1 / 2 : ℝ) : ℂ) := by
    rw [v, Complex.ofReal_pow, sqn]
    simp only [inner_sub_left, inner_sub_right, inner_smul_left, inner_smul_right,
      Complex.conj_ofReal]
    push_cast
    linear_combination (w : ℂ) ^ 2 * g11 + ((W 1 1 : ℂ) - 2 * w) * e11 + (W 1 0 : ℂ) * e01
      - (w : ℂ) * (W 1 0 : ℂ) * gs 1 0
  rw [photons, Complex.ofReal_injective key]
  field_simp
  ring
```

Here `gs` is the symmetry of \(G\), `e` is \(WG=\tfrac12\mathbb 1\), `g11` extracts \(G_{11}\), `v` rewrites \(\sqrt{2w}\,a\Omega\), and `key` is the squared norm of that vector.

**Q:** You still need the matrix roots in closed form.

**A:** For a 2×2 matrix, Cayley–Hamilton provides them. If \(\det V=d^2\) with \(d>0\), then \(\det W=d\), because both are positive. From \(W^2-(\operatorname{tr}W)W+d\mathbb 1=0\) we get

\[
(\operatorname{tr}W)\,W=V+d\mathbb 1,\qquad (\operatorname{tr}W)^2=\operatorname{tr}V+2d ,
\]

where the second equation is the trace of the first.

```lean
/-- The positive definite root `W` of a 2×2 matrix `V` with `det V = d²`, `d > 0`, has
determinant `d`, trace `√(tr V + 2d)`, and satisfies `(tr W) W = V + d`. -/
theorem root_formula {d : ℝ} (hr : IsRoot V W) (hd : 0 < d) (hdet : V.det = d ^ 2) :
    W.det = d ∧ W.trace = √(V.trace + 2 * d) ∧ W.trace • W = V + d • 1 := by
  have h1 : W.det = d := by
    refine (sq_eq_sq₀ hr.det_pos.le hd.le).1 ?_
    rw [← hdet, ← hr.sq, Matrix.det_mul, sq]
  have h2 : V.trace + 2 * d = W.trace ^ 2 := by
    rw [← hr.sq, ← h1]
    simp only [Matrix.trace_fin_two, Matrix.det_fin_two, Matrix.mul_apply, Fin.sum_univ_two]
    ring
  refine ⟨h1, by rw [h2, Real.sqrt_sq hr.trace_pos.le], ?_⟩
  -- Cayley-Hamilton, entry by entry
  rw [← hr.sq, ← h1]
  ext i j
  fin_cases i <;> fin_cases j <;>
    simp [Matrix.mul_apply, Fin.sum_univ_two, Matrix.trace_fin_two, Matrix.det_fin_two] <;> ring
```

The code takes the determinant of \(W^2=V\), then its trace, and checks the matrix identity entry by entry.

**Q:** So where do the gauges part company?

**A:** Not in the determinant or the trace. Both matrices have \(\det V=(w_0w)^2\) and \(\operatorname{tr}V=w_0^2+w^2+l^2\). Hence \(d=w_0w\), and both roots have trace \(s=\sqrt{(w_0+w)^2+l^2}\), which gives both vacua the energy \(s/2\). Only the distribution over the entries changes. Call the roots \(C\) and \(D\), as in the code:

\[
C_{00}=\frac{w_0^2+w_0w}{s},\quad C_{11}=\frac{w^2+l^2+w_0w}{s},
\]
\[
D_{00}=\frac{w_0^2+l^2+w_0w}{s},\quad D_{11}=\frac{w^2+w_0w}{s}.
\]

Thus \(D_{11}-C_{11}=-l^2/s\) and \(D_{00}-C_{00}=l^2/s\). Since \((W^{-1})_{11}=W_{00}/(w_0w)\),

\[
n_D-n_C=\frac1{4w}\left(-\frac{l^2}{s}+\frac{w}{w_0}\frac{l^2}{s}\right)
=\frac{l^2(1/w_0-1/w)}{4\sqrt{(w_0+w)^2+l^2}} .
\]

```lean
/-- For `w0, w > 0`, the photon number of a vacuum of the dipole root minus that of a vacuum of the
Coulomb root is `l²(1/w0 - 1/w)/(4√((w0+w)²+l²))`. -/
theorem gauge_photon_difference (M : TwoModes E) {w0 w : ℝ} (l : ℝ) (h0 : 0 < w0) (hw : 0 < w)
    {C D : Matrix (Fin 2) (Fin 2) ℝ} (hC : IsRoot (coulomb w0 w l) C)
    (hD : IsRoot (dipole w0 w l) D) {ΩC ΩD : E} (gC : IsVacuum M C ΩC) (gD : IsVacuum M D ΩD) :
    photons M w ΩD - photons M w ΩC =
      l ^ 2 * (1 / w0 - 1 / w) / (4 * √((w0 + w) ^ 2 + l ^ 2)) := by
  have hs : 0 < √((w0 + w) ^ 2 + l ^ 2) := by positivity
  -- both gauges share determinant and trace
  have f : ∀ V W : Matrix (Fin 2) (Fin 2) ℝ, IsRoot V W → V.det = (w0 * w) ^ 2 →
      V.trace = w0 ^ 2 + w ^ 2 + l ^ 2 → W.det = w0 * w ∧
      W 0 0 = (V 0 0 + w0 * w) / √((w0 + w) ^ 2 + l ^ 2) ∧
      W 1 1 = (V 1 1 + w0 * w) / √((w0 + w) ^ 2 + l ^ 2) := by
    intro V W hr h1 h2
    obtain ⟨a, b, c⟩ := root_formula hr (mul_pos h0 hw) h1
    have hb : W.trace = √((w0 + w) ^ 2 + l ^ 2) := by rw [b, h2]; congr 1; ring
    rw [hb] at c
    have c0 := congrFun (congrFun c 0) 0
    have c1 := congrFun (congrFun c 1) 1
    simp only [Matrix.smul_apply, Matrix.add_apply, Matrix.one_apply_eq, smul_eq_mul,
      mul_one] at c0 c1
    exact ⟨a, by rw [← c0, mul_div_cancel_left₀ _ hs.ne'],
      by rw [← c1, mul_div_cancel_left₀ _ hs.ne']⟩
  obtain ⟨c1, c2, c3⟩ := f _ C hC (by simp [coulomb, Matrix.det_fin_two]; ring)
    (by simp [coulomb, Matrix.trace_fin_two]; ring)
  obtain ⟨d1, d2, d3⟩ := f _ D hD (by simp [dipole, Matrix.det_fin_two]; ring)
    (by simp [dipole, Matrix.trace_fin_two]; ring)
  rw [vacuum_photons M hD.det_pos.ne' hw gD, vacuum_photons M hC.det_pos.ne' hw gC,
    inv_entry D, inv_entry C, d1, d2, d3, c1, c2, c3]
  generalize √((w0 + w) ^ 2 + l ^ 2) = s at hs ⊢
  simp only [coulomb, dipole, Matrix.of_apply, Matrix.cons_val_zero, Matrix.cons_val_one,
    Matrix.cons_val', Matrix.cons_val_fin_one]
  field_simp
  ring
```

In words: for positive frequencies, any real \(l\), positive definite roots of the two matrices and a vacuum of each, the dipole photon number minus the Coulomb one is this amount. The local fact `f` computes the determinant and diagonal entries once for both gauges; `generalize` then replaces the square root by a letter, and `field_simp` and `ring` do the subtraction.

The difference vanishes when \(l=0\) or \(w_0=w\), and otherwise the dipole count is larger exactly when \(w_0<w\).

**Q:** Show me numbers.

**A:** Take \(w_0=1\), \(w=2\), \(l=4\), so \(s=\sqrt{9+16}=5\) and \(d=2\). The roots are

\[
C=\frac15\begin{pmatrix}3&-4\\-4&22\end{pmatrix},\qquad
D=\frac15\begin{pmatrix}19&8\\8&6\end{pmatrix}.
\]

With \((C^{-1})_{11}=0.3\) and \((D^{-1})_{11}=1.9\),

\[
n_C=\frac{4.4+4(0.3)}8-\frac12=0.2,\qquad
n_D=\frac{1.2+4(1.9)}8-\frac12=0.6 .
\]

The difference is \(0.4\), and the formula gives \(16\cdot\tfrac12/(4\cdot5)=0.4\). Lean confirms the two roots:

```lean
/-- Explicit positive definite roots in both gauges for `w0 = 1`, `w = 2`, `l = 4`. -/
theorem roots_witness :
    IsRoot (coulomb 1 2 4) !![3/5, -4/5; -4/5, 22/5] ∧
    IsRoot (dipole 1 2 4) !![19/5, 8/5; 8/5, 6/5] := by
  constructor <;> constructor
  all_goals first
    | norm_num [Matrix.trace_fin_two, Matrix.det_fin_two]; done
    | ext i j
      fin_cases i <;> fin_cases j <;>
        norm_num [coulomb, dipole, Matrix.mul_apply, Fin.sum_univ_two]

end

end GaugePhotonNumber
```

**Q:** Where would I meet this in an actual calculation?

**A:** Suppose you have solved the dipole-gauge problem and want the Coulomb photon number. The gauge transformation turns the Coulomb field momentum into \(p_1+l x_0\), which is \(w x_1+l x_0\) after the quarter turn. You therefore evaluate, in the dipole vacuum,

\[
n_C=\frac{\langle(w x_1+l x_0)^2\rangle+\langle p_1^2\rangle}{2w}-\frac12 .
\]

For the numbers above this is \((2.2+0.6)/4-0.5=0.2\), whereas the dipole operator \(a^\dagger a\) gives \(0.6\) in the same state.

The distinction also matters when a simulation truncates the photon space, because the same cutoff generally removes different states in the two gauges; the formula gives only the difference in mean occupation, for harmonic matter, one cavity mode and no truncation.

```lean
#print axioms GaugePhotonNumber.vacuum_energy
#print axioms GaugePhotonNumber.gauge_photon_difference
```

```
'GaugePhotonNumber.vacuum_energy' depends on axioms: [propext, Classical.choice, Quot.sound]
'GaugePhotonNumber.gauge_photon_difference' depends on axioms: [propext, Classical.choice, Quot.sound]
```
